# Boys localisation: minimal total spread is maximal sum of squared centroid norms

## Physical setting

A Hartree–Fock or Kohn–Sham calculation on a molecule returns occupied orbitals that usually extend over many atoms. Mixing the occupied orbitals of one spin by an orthogonal matrix changes the Slater determinant by at most a sign, so one may choose the mixing that makes the orbitals spatially compact. Boys localisation measures compactness by the spread $\langle r^2\rangle-|\langle\mathbf r\rangle|^2$. For finitely many real orthonormal orbitals of a single determinant, the result below shows that the $r^2$ integrals play no part in deciding which mixing is best.

Take $N$ orthonormal real orbitals $\phi_j$. Let $X_k$ be the $N\times N$ matrix of the position component in direction $k$, and $R$ the matrix of $r^2$. A real matrix $U$ with $U^TU=1$ defines new orbitals $\psi_i=\sum_j U_{ji}\phi_j$, one per column, and an operator with matrix $A$ has expectation value $\langle A\rangle_i=(U^TAU)_{ii}$ in $\psi_i$.

## Statement

Define the orbital spread, total spread, centroid sum and separation by
$$\sigma_i=\langle R\rangle_i-\sum_k\langle X_k\rangle_i^2,\qquad \Omega(U)=\sum_i\sigma_i,$$
$$C(U)=\sum_i\sum_k\langle X_k\rangle_i^2,\qquad S(U)=\sum_{i,j}\sum_k\big(\langle X_k\rangle_i-\langle X_k\rangle_j\big)^2 .$$

An orthogonal $U$ minimises $\Omega$ over the orthogonal matrices if and only if it maximises $C$, and also if and only if it maximises $S$. Each $\sigma_i$ is unchanged by a shift of origin, and so are the maximisers of $C$. At least one orthogonal $U$ is optimal for all three criteria.

## Derivation

**Trace.** For a square matrix $U^TU=1$ implies $UU^T=1$, so cyclicity gives
$$\sum_i\langle A\rangle_i=\operatorname{tr}(U^TAU)=\operatorname{tr}(UU^TA)=\operatorname{tr}A .$$
With $A=R$ this reads $\Omega(U)=\operatorname{tr}R-C(U)$. For orthogonal $U$ and $V$ the constant cancels, so $\Omega(U)\le\Omega(V)$ exactly when $C(V)\le C(U)$. Requiring this for all $V$ is the main equivalence.

**Separation.** For any numbers $f_i$, expanding the square gives $\sum_{i,j}(f_i-f_j)^2=2N\sum_i f_i^2-2\big(\sum_i f_i\big)^2$. Put $f_i=\langle X_k\rangle_i$, whose sum is $\operatorname{tr}X_k$, and sum over $k$:
$$S(U)=2N\,C(U)-2\sum_k(\operatorname{tr}X_k)^2 .$$
For $N>0$ this is an increasing function of $C$, so $S$ and $C$ have the same maximisers. For $N=0$ every sum is empty.

**Origin.** Moving the origin to a point with components $a_k$ replaces $X_k$ by $X_k-a_k1$ and $R$ by $R-\sum_k2a_kX_k+|a|^2 1$, where $|a|^2=\sum_k a_k^2$. Since $(U^TU)_{ii}=1$, the new values are $\langle X_k\rangle_i-a_k$ and $\langle R\rangle_i-\sum_k2a_k\langle X_k\rangle_i+|a|^2$. Also
$$\sum_k\big(\langle X_k\rangle_i-a_k\big)^2=\sum_k\langle X_k\rangle_i^2-\sum_k2a_k\langle X_k\rangle_i+|a|^2,$$
so the terms in $a$ cancel in $\sigma_i$. The minimisers of $\Omega$ are therefore the same for both origins, and by the main equivalence so are the maximisers of $C$.

**Existence.** The condition $U^TU=1$ is closed, and $U_{ij}^2\le\sum_lU_{lj}^2=1$ confines every entry to $[-1,1]$. The orthogonal matrices thus form a compact set, which contains the identity, and the polynomial $C$ attains a maximum on it.

**Example.** Take two orbitals, numbered 0 and 1, and directions 0, 1, 2 for $x,y,z$, with
$$X_0=\begin{pmatrix}0&1\\1&0\end{pmatrix},\qquad X_1=X_2=0,\qquad U=\begin{pmatrix}3/5&-4/5\\4/5&3/5\end{pmatrix}.$$
This is the pattern of a bonding and an antibonding orbital, both occupied, of a symmetric dimer along $x$, with the origin at its midpoint and a suitable unit of length. Unrotated, both centroids vanish and $C=0$. The columns of $U$ have centroids $2\cdot\frac35\cdot\frac45=\frac{24}{25}$ and $-\frac{24}{25}$, so $C=2\cdot\frac{576}{625}=\frac{1152}{625}$, and $\Omega$ falls by this amount for any $R$. The rotation is an improvement and is not claimed to be optimal.

**In a program.** With `c` the coefficient matrix of the occupied orbitals and `D[k]` the dipole integrals over basis functions, one forms `X[k] = c.T @ D[k] @ c`, maximises the sum over `k` of the squared diagonal entries of `U.T @ X[k] @ U`, and returns `c @ U`. As long as each iterate is orthogonal, a gain in $C$ is an equal loss in $\Omega$, and $r^2$ integrals are needed only to print the spreads.

## What the formal version assumes

The finite types `n` and `d` index orbitals and directions, $N$ is `Fintype.card n`, and ordinary space is `d = Fin 3`. The set `orth n` consists of all real $U$ with `Uᵀ * U = 1`, reflections included. The functions `expect`, `spread`, `totalSpread`, `centroidSum` and `separation` are $\langle A\rangle_i$, $\sigma_i$, $\Omega$, $C$ and $S$; the last runs over ordered pairs and counts each squared distance twice. `shiftPos` and `shiftSq` are the shifted matrices, and their use of the identity matrix encodes orthonormality of the $\phi_j$.

`IsMinOn (totalSpread R X) (orth n) U` says $\Omega(U)\le\Omega(V)$ for all orthogonal $V$, and `IsMaxOn` reverses the inequality. Neither places $U$ itself in the set, which is the job of the hypothesis `hU`.

The matrices $R$ and $X_k$ are arbitrary: symmetry is not assumed, and nothing ties $R$ to the $X_k$, so positivity of $\sigma_i$ is not claimed. $U$ is square, so the orbital space stays fixed. Complex orbitals and periodic systems are not covered. The equivalences are stated for global optima, and nothing is proved on uniqueness or on convergence of a localisation algorithm.

Without `hU` the main equivalence fails, even for normalised orbitals. Take $N=2$, all $X_k=0$, $R=\operatorname{diag}(1,2)$, and $U$ with columns $(3/5,4/5)$ and $(0,1)$. Then $C$ vanishes identically, so $C(V)\le C(U)$ for every orthogonal $V$. But $\Omega(U)=\frac{9+32}{25}+2=\frac{91}{25}$ exceeds the value $3$ at the identity. This counter-example and the program sketch were not put through Lean.

## The file

```lean
import Mathlib

open Matrix

namespace BoysLocalisation

variable {n d : Type*} [Fintype n] [DecidableEq n] [Fintype d]

/-- The orthogonal orbital rotations, `UᵀU = 1`; column `i` of `U` is the new orbital `i`. -/
def orth (n : Type*) [Fintype n] [DecidableEq n] : Set (Matrix n n ℝ) := {U | Uᵀ * U = 1}

/-- Expectation value `(UᵀAU)ᵢᵢ` of the operator with matrix `A` in the rotated orbital `i`. -/
def expect (A U : Matrix n n ℝ) (i : n) : ℝ := (Uᵀ * A * U) i i

/-- Spread `⟨r²⟩ᵢ - |⟨r⟩ᵢ|²` of orbital `i`, with `R` the matrix of `r²` and `X k` the
matrices of the position components. -/
def spread (R : Matrix n n ℝ) (X : d → Matrix n n ℝ) (U : Matrix n n ℝ) (i : n) : ℝ :=
  expect R U i - ∑ k, expect (X k) U i ^ 2

/-- Total spread: the sum of the orbital spreads. -/
def totalSpread (R : Matrix n n ℝ) (X : d → Matrix n n ℝ) (U : Matrix n n ℝ) : ℝ :=
  ∑ i, spread R X U i

/-- Sum of the squared norms `|⟨r⟩ᵢ|²` of the orbital centroids. -/
def centroidSum (X : d → Matrix n n ℝ) (U : Matrix n n ℝ) : ℝ :=
  ∑ i, ∑ k, expect (X k) U i ^ 2

/-- Sum of the squared centroid distances `|⟨r⟩ᵢ - ⟨r⟩ⱼ|²` over ordered pairs of orbitals. -/
def separation (X : d → Matrix n n ℝ) (U : Matrix n n ℝ) : ℝ :=
  ∑ i, ∑ j, ∑ k, (expect (X k) U i - expect (X k) U j) ^ 2

/-- Position matrices `r - a` measured from the new origin `a`. -/
def shiftPos (X : d → Matrix n n ℝ) (a : d → ℝ) (k : d) : Matrix n n ℝ :=
  X k - a k • (1 : Matrix n n ℝ)

/-- Matrix of `r² - 2 a·r + |a|²`, the squared distance from the new origin `a`. -/
def shiftSq (R : Matrix n n ℝ) (X : d → Matrix n n ℝ) (a : d → ℝ) : Matrix n n ℝ :=
  R - ∑ k, (2 * a k) • X k + (∑ k, a k ^ 2) • (1 : Matrix n n ℝ)

/-- For an orthogonal rotation the expectation values of `A` summed over all orbitals give
the trace of `A`. -/
theorem sum_expect (A : Matrix n n ℝ) {U : Matrix n n ℝ} (hU : U ∈ orth n) :
    ∑ i, expect A U i = trace A := by
  have h : Uᵀ * U = 1 := hU
  have h' : U * Uᵀ = 1 := mul_eq_one_comm.mp h
  calc ∑ i, expect A U i = trace (Uᵀ * A * U) := rfl
    _ = trace (U * Uᵀ * A) := Matrix.trace_mul_cycle _ _ _
    _ = trace A := by rw [h', Matrix.one_mul]

/-- For an orthogonal rotation the total spread is `tr R` minus the centroid sum. -/
theorem totalSpread_eq (R : Matrix n n ℝ) (X : d → Matrix n n ℝ) {U : Matrix n n ℝ}
    (hU : U ∈ orth n) : totalSpread R X U = trace R - centroidSum X U := by
  unfold totalSpread spread centroidSum
  rw [Finset.sum_sub_distrib, sum_expect R hU]

/-- An orthogonal `U` minimises the total spread over orthogonal rotations if and only if it
maximises the sum of squared centroid norms. -/
theorem isMinOn_totalSpread_iff (R : Matrix n n ℝ) (X : d → Matrix n n ℝ) {U : Matrix n n ℝ}
    (hU : U ∈ orth n) :
    IsMinOn (totalSpread R X) (orth n) U ↔ IsMaxOn (centroidSum X) (orth n) U := by
  rw [isMinOn_iff, isMaxOn_iff]
  refine forall₂_congr fun V hV => ?_
  -- the `r²` term is the same trace for `U` and `V`
  rw [totalSpread_eq R X hU, totalSpread_eq R X hV]
  constructor <;> intro h <;> linarith

/-- For an orthogonal rotation of `N` orbitals the centroid separation is `2N` times the
centroid sum minus `2 ∑ₖ (tr Xₖ)²`. -/
theorem separation_eq (X : d → Matrix n n ℝ) {U : Matrix n n ℝ} (hU : U ∈ orth n) :
    separation X U
      = 2 * (Fintype.card n : ℝ) * centroidSum X U - 2 * ∑ k, trace (X k) ^ 2 := by
  have key : ∀ f : n → ℝ, ∑ i, ∑ j, (f i - f j) ^ 2
      = 2 * (Fintype.card n : ℝ) * ∑ i, f i ^ 2 - 2 * (∑ i, f i) ^ 2 := by
    intro f
    simp only [sub_sq, Finset.sum_add_distrib, Finset.sum_sub_distrib, Finset.sum_const,
      Finset.card_univ, nsmul_eq_mul, ← Finset.mul_sum, ← Finset.sum_mul]
    ring
  have hc : centroidSum X U = ∑ k, ∑ i, expect (X k) U i ^ 2 := Finset.sum_comm
  calc separation X U
      = ∑ i, ∑ k, ∑ j, (expect (X k) U i - expect (X k) U j) ^ 2 :=
        Finset.sum_congr rfl fun i _ => Finset.sum_comm
    _ = ∑ k, ∑ i, ∑ j, (expect (X k) U i - expect (X k) U j) ^ 2 := Finset.sum_comm
    -- the summed centroid is the trace of the position matrix
    _ = ∑ k, (2 * (Fintype.card n : ℝ) * ∑ i, expect (X k) U i ^ 2 - 2 * trace (X k) ^ 2) :=
        Finset.sum_congr rfl fun k _ => by
          rw [← sum_expect (X k) hU]
          exact key (expect (X k) U)
    _ = _ := by
        rw [hc]
        simp only [Finset.sum_sub_distrib, ← Finset.mul_sum]

/-- An orthogonal `U` minimises the total spread over orthogonal rotations if and only if it
maximises the sum of squared distances between centroids. -/
theorem isMinOn_totalSpread_iff_separation (R : Matrix n n ℝ) (X : d → Matrix n n ℝ)
    {U : Matrix n n ℝ} (hU : U ∈ orth n) :
    IsMinOn (totalSpread R X) (orth n) U ↔ IsMaxOn (separation X) (orth n) U := by
  rw [isMinOn_iff, isMaxOn_iff]
  refine forall₂_congr fun V hV => ?_
  rcases isEmpty_or_nonempty n with hn | hn
  · simp [separation, totalSpread]
  · have hpos : (0 : ℝ) < (Fintype.card n : ℝ) := by exact_mod_cast Fintype.card_pos
    rw [totalSpread_eq R X hU, totalSpread_eq R X hV, separation_eq X hU, separation_eq X hV]
    constructor
    · intro h
      have h' : centroidSum X V ≤ centroidSum X U := by linarith
      have := mul_le_mul_of_nonneg_left h' hpos.le
      linarith
    · intro h
      have h' : (Fintype.card n : ℝ) * centroidSum X V
          ≤ (Fintype.card n : ℝ) * centroidSum X U := by linarith
      have := le_of_mul_le_mul_left h' hpos
      linarith

/-- For an orthogonal rotation the spread of each orbital is unchanged when the origin is
moved to `a`. -/
theorem spread_shift (R : Matrix n n ℝ) (X : d → Matrix n n ℝ) (a : d → ℝ)
    {U : Matrix n n ℝ} (hU : U ∈ orth n) (i : n) :
    spread (shiftSq R X a) (shiftPos X a) U i = spread R X U i := by
  have h : Uᵀ * U = 1 := hU
  have h1 : ∀ k, expect (shiftPos X a k) U i = expect (X k) U i - a k := by
    intro k
    simp [expect, shiftPos, Matrix.mul_sub, Matrix.sub_mul, h]
  have h2 : expect (shiftSq R X a) U i
      = expect R U i - ∑ k, 2 * a k * expect (X k) U i + ∑ k, a k ^ 2 := by
    simp [expect, shiftSq, Matrix.mul_sub, Matrix.sub_mul, Matrix.mul_add, Matrix.add_mul,
      Matrix.mul_sum, Matrix.sum_mul, Matrix.sum_apply, h]
  have h3 : ∑ k, (expect (X k) U i - a k) ^ 2 = ∑ k, expect (X k) U i ^ 2
      - ∑ k, 2 * a k * expect (X k) U i + ∑ k, a k ^ 2 := by
    rw [← Finset.sum_sub_distrib, ← Finset.sum_add_distrib]
    exact Finset.sum_congr rfl fun k _ => by ring
  simp only [spread, h1, h2]
  linarith

/-- The orthogonal maximisers of the centroid sum are the same for every choice of origin. -/
theorem isMaxOn_centroidSum_shift (X : d → Matrix n n ℝ) (a : d → ℝ) {U : Matrix n n ℝ}
    (hU : U ∈ orth n) :
    IsMaxOn (centroidSum (shiftPos X a)) (orth n) U ↔ IsMaxOn (centroidSum X) (orth n) U := by
  rw [← isMinOn_totalSpread_iff (shiftSq 0 X a) _ hU, ← isMinOn_totalSpread_iff 0 X hU,
    isMinOn_iff, isMinOn_iff]
  refine forall₂_congr fun V hV => ?_
  simp only [totalSpread, spread_shift 0 X a hU, spread_shift 0 X a hV]

/-- The orthogonal orbital rotations form a compact set. -/
theorem isCompact_orth : IsCompact (orth n) := by
  have hK : @IsCompact (Matrix n n ℝ) _
      (Set.pi Set.univ fun _ : n => Set.pi Set.univ fun _ : n => Set.Icc (-1 : ℝ) 1) :=
    isCompact_univ_pi fun _ => isCompact_univ_pi fun _ => isCompact_Icc
  have hm : Continuous fun U : Matrix n n ℝ => Uᵀ * U :=
    continuous_id.matrix_transpose.matrix_mul continuous_id
  have hc : IsClosed (orth n) := isClosed_eq hm continuous_const
  refine IsCompact.of_isClosed_subset hK hc ?_
  intro U hU i _ j _
  have h : Uᵀ * U = 1 := hU
  -- normalised columns have entries in [-1, 1]
  have h1 : ∑ l, U l j * U l j = 1 := by
    have := congrFun (congrFun h j) j
    simpa [Matrix.mul_apply] using this
  have h2 : U i j * U i j ≤ 1 :=
    (Finset.single_le_sum (f := fun l => U l j * U l j) (fun l _ => mul_self_nonneg _)
      (Finset.mem_univ i)).trans h1.le
  show U i j ∈ Set.Icc (-1 : ℝ) 1
  exact ⟨by nlinarith, by nlinarith⟩

/-- Some orthogonal rotation minimises the total spread, maximises the centroid sum and
maximises the centroid separation. -/
theorem exists_localised (R : Matrix n n ℝ) (X : d → Matrix n n ℝ) :
    ∃ U ∈ orth n, IsMinOn (totalSpread R X) (orth n) U ∧
      IsMaxOn (centroidSum X) (orth n) U ∧ IsMaxOn (separation X) (orth n) U := by
  have he : ∀ (A : Matrix n n ℝ) (i : n), Continuous fun U => expect A U i := fun A i =>
    ((continuous_id.matrix_transpose.matrix_mul
      (continuous_const : Continuous fun _ : Matrix n n ℝ => A)).matrix_mul
      continuous_id).matrix_elem i i
  have hc : Continuous (centroidSum X) := by
    show Continuous fun U => ∑ i, ∑ k, expect (X k) U i ^ 2
    exact continuous_finsetSum _ fun i _ =>
      continuous_finsetSum _ fun k _ => (he (X k) i).pow 2
  obtain ⟨U, hU, hmax⟩ :=
    (isCompact_orth (n := n)).exists_isMaxOn ⟨1, by simp [orth]⟩ hc.continuousOn
  have hmin := (isMinOn_totalSpread_iff R X hU).2 hmax
  exact ⟨U, hU, hmin, hmax, (isMinOn_totalSpread_iff_separation R X hU).1 hmin⟩

/-- Position matrices of two orbitals centred at the origin and coupled along `x`. -/
def dimerPos : Fin 3 → Matrix (Fin 2) (Fin 2) ℝ := ![!![0, 1; 1, 0], 0, 0]

/-- The rotation with cosine `3/5` and sine `4/5`. -/
noncomputable def rot : Matrix (Fin 2) (Fin 2) ℝ := !![3 / 5, -4 / 5; 4 / 5, 3 / 5]

/-- For `dimerPos` and any `R`, the rotation `rot` is orthogonal and lowers the total spread
of the unrotated orbitals by `1152/625`. -/
theorem dimer_spread_drop (R : Matrix (Fin 2) (Fin 2) ℝ) :
    rot ∈ orth (Fin 2) ∧
      totalSpread R dimerPos rot = totalSpread R dimerPos 1 - 1152 / 625 := by
  -- the matrix entries
  have r00 : rot 0 0 = 3 / 5 := rfl
  have r01 : rot 0 1 = -4 / 5 := rfl
  have r10 : rot 1 0 = 4 / 5 := rfl
  have r11 : rot 1 1 = 3 / 5 := rfl
  have x00 : dimerPos 0 0 0 = 0 := rfl
  have x01 : dimerPos 0 0 1 = 1 := rfl
  have x10 : dimerPos 0 1 0 = 1 := rfl
  have x11 : dimerPos 0 1 1 = 0 := rfl
  have y : dimerPos 1 = 0 := rfl
  have z : dimerPos 2 = 0 := rfl
  have o01 : (1 : Matrix (Fin 2) (Fin 2) ℝ) 0 1 = 0 := Matrix.one_apply_ne (by decide)
  have o10 : (1 : Matrix (Fin 2) (Fin 2) ℝ) 1 0 = 0 := Matrix.one_apply_ne (by decide)
  have hV : rot ∈ orth (Fin 2) := by
    show rotᵀ * rot = 1
    rw [← Matrix.ext_iff]
    simp only [Fin.forall_fin_two, Matrix.mul_apply, Matrix.transpose_apply, Fin.sum_univ_two,
      r00, r01, r10, r11, o01, o10, Matrix.one_apply_eq]
    norm_num
  have h1 : (1 : Matrix (Fin 2) (Fin 2) ℝ) ∈ orth (Fin 2) := by simp [orth]
  have c0 : centroidSum dimerPos 1 = 0 := by
    simp only [centroidSum, expect, Matrix.transpose_one, Matrix.one_mul, Matrix.mul_one,
      Fin.sum_univ_two, Fin.sum_univ_three, x00, x11, y, z, Matrix.zero_apply]
    norm_num
  have c1 : centroidSum dimerPos rot = 1152 / 625 := by
    simp only [centroidSum, expect, Matrix.mul_apply, Matrix.transpose_apply,
      Fin.sum_univ_two, Fin.sum_univ_three, r00, r01, r10, r11, x00, x01, x10, x11, y, z,
      Matrix.zero_apply]
    norm_num
  refine ⟨hV, ?_⟩
  rw [totalSpread_eq R _ hV, totalSpread_eq R _ h1, c0, c1]
  ring

end BoysLocalisation
```

```lean
#print axioms BoysLocalisation.isMinOn_totalSpread_iff
#print axioms BoysLocalisation.isMaxOn_centroidSum_shift
#print axioms BoysLocalisation.exists_localised
#print axioms BoysLocalisation.dimer_spread_drop
```

```
'BoysLocalisation.isMinOn_totalSpread_iff' depends on axioms: [propext, Classical.choice, Quot.sound]
'BoysLocalisation.isMaxOn_centroidSum_shift' depends on axioms: [propext, Classical.choice, Quot.sound]
'BoysLocalisation.exists_localised' depends on axioms: [propext, Classical.choice, Quot.sound]
'BoysLocalisation.dimer_spread_drop' depends on axioms: [propext, Classical.choice, Quot.sound]
```

## Notes on the proof

`sum_expect` is the trace step: `mul_eq_one_comm` turns $U^TU=1$ into $UU^T=1$, and `Matrix.trace_mul_cycle` moves $U$ to the front. `totalSpread_eq` splits the sum over orbitals and applies it to $R$. In `isMinOn_totalSpread_iff`, `forall₂_congr` fixes one orthogonal competitor $V$, both spreads are rewritten as $\operatorname{tr}R-C$, and `linarith` cancels the trace in each direction.

In `separation_eq`, `key` is the identity for the numbers $f_i$, and two uses of `Finset.sum_comm` bring the sum over $k$ outside so that `key` applies direction by direction. `isMinOn_totalSpread_iff_separation` treats empty `n` separately. Otherwise `hpos` gives $N>0$, which allows multiplying an inequality by $N$ in one direction and cancelling $N$ in the other.

In `spread_shift`, `h1` and `h2` are the shifted expectation values and `h3` is the expanded square. The statement of `isMaxOn_centroidSum_shift` contains no $R$, so the proof picks $R=0$, which is allowed because $R$ is arbitrary, converts both sides to statements about $\Omega$, and uses `spread_shift` for $U$ and $V$.

`isCompact_orth` exhibits `orth n` as a closed subset (`hc`) of the product of intervals `hK`, with `h1` and `h2` giving the bound on the entries. `exists_localised` proves that $C$ is continuous, obtains a maximiser from `exists_isMaxOn` with the identity as witness that the set is non-empty, and carries it through the two equivalences.

`dimer_spread_drop` checks orthogonality of `rot` entry by entry, evaluates $C$ for `dimerPos` at the identity (`c0`) and at `rot` (`c1`), and lets $\operatorname{tr}R$ cancel through `totalSpread_eq`.
